# On a finite lattice, the kinetic currents balance every transition density exactly when the potential is local

An electron in an atom passes from one orbital to another and emits a photon. The amplitude can be computed with different gauges of the photon field, and their agreement rests on a continuity equation linking the transition density of the two orbitals to their transition current. A multiplicative potential leaves the usual current intact. The exchange potential of Hartree–Fock or Dirac–Fock theory, however, is nonlocal. Does the current built from the kinetic operator alone still balance the density? For one electron on a finite set of sites, the question can be answered completely.

## The balance at one site

Let $T$, the kinetic operator, be a Hermitian matrix over the sites, $V$ a Hermitian potential matrix, and $H=T+V$. Take two orbitals with $Ha=E_a a$ and $Hb=E_b b$, where the energies are real. For any matrix $M$ define

$$J^M_{xy}=\overline{a_y}\,M_{yx}b_x-\overline{a_x}\,M_{xy}b_y .$$

With the time factors $e^{-iE_at/\hbar}$ and $e^{-iE_bt/\hbar}$ attached, the density $\overline{a_x}b_x$ changes at the rate $(i/\hbar)(E_a-E_b)\overline{a_x}b_x$. Thus $(i/\hbar)J^M_{xy}$ is the current from $y$ into $x$ carried by $M$.

Conjugate the equation for $a$ at site $x$ and use $\overline{H_{xy}}=H_{yx}$:

$$\sum_y\overline{a_y}H_{yx}=E_a\overline{a_x},\qquad \sum_yH_{xy}b_y=E_bb_x .$$

Multiply the first equation by $b_x$, the second by $\overline{a_x}$, and subtract:

$$(E_a-E_b)\overline{a_x}b_x=\sum_yJ^H_{xy}=\sum_yJ^T_{xy}+\sum_yJ^V_{xy}.$$

If $V$ is diagonal, $J^V_{xy}$ vanishes: for $y\ne x$ both matrix elements are zero, and for $y=x$ the two terms cancel. Only the currents of $T$ remain.

## Regions and gauge functions

Exchanging the sites gives $J^T_{yx}=-J^T_{xy}$. When the balance is summed over a region $S$, the currents between sites of $S$ therefore cancel in pairs, leaving those that enter from outside.

Now weight the balance with a function $\chi$ on the sites. Relabelling gives $\sum_{x,y}\chi_yJ^T_{xy}=-\sum_{x,y}\chi_xJ^T_{xy}$, and so, for diagonal $V$,

$$(E_a-E_b)\sum_x\chi_x\overline{a_x}b_x=\tfrac12\sum_{x,y}(\chi_x-\chi_y)J^T_{xy}.$$

The differences of $\chi$ along bonds play the part of its gradient.

## Why locality is necessary

Suppose the currents of $T$ balance the density for every pair of eigenvectors. Comparison with the balance for $H$ gives $\sum_yJ^V_{xy}=0$. With $P_x$ the projector on site $x$, this reads

$$a^\dagger(VP_x-P_xV)b=0 .$$

Letting $a$ and $b$ run through an orthonormal eigenbasis of $H$ shows that the commutator is zero. Its element $(y,x)$ with $y\neq x$ is $V_{yx}$, so $V$ is diagonal.

For a concrete failure, number two sites 0 and 1 and let $T=V$ have zero diagonal and unit coupling. The vectors $a=(1,1)$ and $b=(1,-1)$ have energies $2$ and $-2$. At site 0 the left side is $4\cdot1\cdot1=4$, whereas the currents of $T$ sum to $0+(1+1)=2$. For normalised vectors the values are $2$ and $1$. The missing half is carried by $V$.

## Density and current in Lean

The type `n` labels the sites, orbitals are functions `n → ℂ`, and `star` is complex conjugation.

```lean
import Mathlib

open Matrix

namespace DiscreteCurrentConservation

variable {n : Type*}

/-- The transition density `conj(a_x) b_x` of two orbitals at the site `x`. -/
def transitionDensity (a b : n → ℂ) (x : n) : ℂ := star (a x) * b x
```

The current is defined without energies, so the balance has to be derived from the eigenvalue equations.

```lean
/-- The transition current on the bond from `y` to `x` carried by the matrix `T`, without the
factor `i/ħ`: `conj(a_y) T_yx b_x - conj(a_x) T_xy b_y`. -/
def bondCurrent (T : Matrix n n ℂ) (a b : n → ℂ) (x y : n) : ℂ :=
  star (a y) * T y x * b x - star (a x) * T x y * b y
```

The next three lemmas give antisymmetry, additivity in the matrix, and the absence of current for a diagonal matrix. The last separates the cases $x=y$ and $x\ne y$, as above.

```lean
/-- Reversing a bond reverses the sign of its current. -/
theorem bondCurrent_antisymm (T : Matrix n n ℂ) (a b : n → ℂ) (x y : n) :
    bondCurrent T a b y x = -bondCurrent T a b x y := by
  unfold bondCurrent
  ring

/-- The current of a sum of two operators is the sum of their currents. -/
theorem bondCurrent_add (T V : Matrix n n ℂ) (a b : n → ℂ) (x y : n) :
    bondCurrent (T + V) a b x y = bondCurrent T a b x y + bondCurrent V a b x y := by
  simp only [bondCurrent, Matrix.add_apply]
  ring

/-- A site-diagonal operator carries no current. -/
theorem bondCurrent_of_isDiag {V : Matrix n n ℂ} (hV : V.IsDiag) (a b : n → ℂ) (x y : n) :
    bondCurrent V a b x y = 0 := by
  unfold bondCurrent
  by_cases h : x = y
  · subst h
    ring
  · rw [hV h, hV (Ne.symm h)]
    ring
```

## The balance for the full Hamiltonian

From here on the set of sites is finite. The product `*ᵥ` applies a matrix to a vector, and `Ea` and `Eb` are real by type. The vectors are not required to be nonzero or normalised.

In the proof, `ha'` and `hb'` are the eigenvalue equations at site $x$, `hs` is the conjugated equation for $a$, and `hJ` splits the current sum into the two sums that these equations evaluate.

```lean
variable [Fintype n]

/-- For two solutions of the eigenvalue equation of a Hermitian matrix `H`, the energy difference
times the transition density at a site is the sum of the currents of `H` into that site. -/
theorem balance_full {H : Matrix n n ℂ} (hH : H.IsHermitian) {a b : n → ℂ} {Ea Eb : ℝ}
    (ha : H *ᵥ a = (Ea : ℂ) • a) (hb : H *ᵥ b = (Eb : ℂ) • b) (x : n) :
    ((Ea : ℂ) - Eb) * transitionDensity a b x = ∑ y, bondCurrent H a b x y := by
  have ha' : ∑ y, H x y * a y = Ea * a x := by
    simpa [Matrix.mulVec, dotProduct] using congrFun ha x
  have hb' : ∑ y, H x y * b y = Eb * b x := by
    simpa [Matrix.mulVec, dotProduct] using congrFun hb x
  -- the conjugated equation for `a`
  have hs : ∑ y, star (a y) * H y x = Ea * star (a x) := by
    calc ∑ y, star (a y) * H y x = star (∑ y, H x y * a y) := by
          rw [star_sum]
          refine Finset.sum_congr rfl fun y _ => ?_
          rw [star_mul, hH.apply y x]
      _ = Ea * star (a x) := by
          rw [ha', star_mul, mul_comm]
          simp
  have hJ : ∑ y, bondCurrent H a b x y
      = (∑ y, star (a y) * H y x) * b x - star (a x) * ∑ y, H x y * b y := by
    rw [Finset.sum_mul, Finset.mul_sum, ← Finset.sum_sub_distrib]
    refine Finset.sum_congr rfl fun y _ => ?_
    unfold bondCurrent
    ring
  rw [hJ, hs, hb']
  unfold transitionDensity
  ring
```

## Local potentials

Here `V` is a real function placed on the diagonal. The proof checks that this matrix is Hermitian, applies `balance_full` to the sum, and removes the currents of the potential.

```lean
/-- Discrete current conservation: for Hermitian `T` and a real local potential `V`, the energy
difference of two solutions of the eigenvalue equation of `T + V`, times their transition density
at a site, is the sum of the currents of `T` alone into that site. -/
theorem current_conservation [DecidableEq n] {T : Matrix n n ℂ} (hT : T.IsHermitian)
    (V : n → ℝ) {a b : n → ℂ} {Ea Eb : ℝ}
    (ha : (T + diagonal fun x => (V x : ℂ)) *ᵥ a = (Ea : ℂ) • a)
    (hb : (T + diagonal fun x => (V x : ℂ)) *ᵥ b = (Eb : ℂ) • b) (x : n) :
    ((Ea : ℂ) - Eb) * (star (a x) * b x)
      = ∑ y, (star (a y) * T y x * b x - star (a x) * T x y * b y) := by
  have hV : (diagonal fun x => (V x : ℂ)).IsHermitian := by
    apply Matrix.IsHermitian.ext
    intro i j
    by_cases h : i = j
    · subst h
      simp
    · simp [Matrix.diagonal_apply_ne _ h, Matrix.diagonal_apply_ne _ (Ne.symm h)]
  have h := balance_full (hT.add hV) ha hb x
  simp only [bondCurrent_add, bondCurrent_of_isDiag (Matrix.isDiag_diagonal _), add_zero] at h
  exact h
```

For a four-component orbital on a grid, a site label can stand for a grid point together with a spinor component. The balance at a grid point is then the following region statement, with `S` containing its four components.

In the proof, `hin` says that the internal sum equals its own negative, and `hsplit` separates internal from entering currents.

```lean
/-- The continuity equation summed over a region: for Hermitian `T` and a real local potential `V`,
the energy difference of two solutions of the eigenvalue equation of `T + V`, times their transition
density summed over a region `S`, is the sum of the currents of `T` alone on the bonds that enter
`S` from outside. -/
theorem region_balance [DecidableEq n] {T : Matrix n n ℂ} (hT : T.IsHermitian)
    (V : n → ℝ) {a b : n → ℂ} {Ea Eb : ℝ}
    (ha : (T + diagonal fun x => (V x : ℂ)) *ᵥ a = (Ea : ℂ) • a)
    (hb : (T + diagonal fun x => (V x : ℂ)) *ᵥ b = (Eb : ℂ) • b) (S : Finset n) :
    ((Ea : ℂ) - Eb) * ∑ x ∈ S, transitionDensity a b x
      = ∑ x ∈ S, ∑ y ∈ Sᶜ, bondCurrent T a b x y := by
  -- currents inside the region cancel in pairs
  have hin : ∑ x ∈ S, ∑ y ∈ S, bondCurrent T a b x y
      = -∑ x ∈ S, ∑ y ∈ S, bondCurrent T a b x y := by
    conv_lhs => rw [Finset.sum_comm]
    simp only [← Finset.sum_neg_distrib, ← bondCurrent_antisymm]
  have hsplit : ((Ea : ℂ) - Eb) * ∑ x ∈ S, transitionDensity a b x
      = ∑ x ∈ S, ∑ y ∈ S, bondCurrent T a b x y
        + ∑ x ∈ S, ∑ y ∈ Sᶜ, bondCurrent T a b x y := by
    rw [Finset.mul_sum, ← Finset.sum_add_distrib]
    refine Finset.sum_congr rfl fun x _ => ?_
    rw [Finset.sum_add_sum_compl]
    exact current_conservation hT V ha hb x
  linear_combination hsplit + hin / 2
```

In the weighted version, `h1` multiplies the site balance by $\chi_x$ and sums, while `h2` is the relabelling step.

```lean
/-- For Hermitian `T` and a real local potential `V`, the energy difference of two solutions of the
eigenvalue equation of `T + V`, times the matrix element of a gauge function `χ` between them, is
half the sum over ordered pairs of sites `(x, y)` of `χ x - χ y` times the current of `T` from `y`
into `x`. -/
theorem gauge_function_element [DecidableEq n] {T : Matrix n n ℂ} (hT : T.IsHermitian)
    (V : n → ℝ) {a b : n → ℂ} {Ea Eb : ℝ}
    (ha : (T + diagonal fun x => (V x : ℂ)) *ᵥ a = (Ea : ℂ) • a)
    (hb : (T + diagonal fun x => (V x : ℂ)) *ᵥ b = (Eb : ℂ) • b) (χ : n → ℂ) :
    ((Ea : ℂ) - Eb) * ∑ x, χ x * transitionDensity a b x
      = 1 / 2 * ∑ x, ∑ y, (χ x - χ y) * bondCurrent T a b x y := by
  have h1 : ((Ea : ℂ) - Eb) * ∑ x, χ x * transitionDensity a b x
      = ∑ x, ∑ y, χ x * bondCurrent T a b x y := by
    rw [Finset.mul_sum]
    refine Finset.sum_congr rfl fun x _ => ?_
    have h : ((Ea : ℂ) - Eb) * transitionDensity a b x = ∑ y, bondCurrent T a b x y :=
      current_conservation hT V ha hb x
    rw [← Finset.mul_sum, ← h]
    ring
  -- exchange the names of the two sites
  have h2 : ∑ x, ∑ y, χ y * bondCurrent T a b x y
      = -∑ x, ∑ y, χ x * bondCurrent T a b x y := by
    rw [Finset.sum_comm]
    simp only [← Finset.sum_neg_distrib, ← mul_neg, ← bondCurrent_antisymm]
  rw [h1]
  simp only [sub_mul, Finset.sum_sub_distrib]
  rw [h2]
  ring
```

## The converse and the two-site example

The equivalence quantifies over all pairs of solutions. A nonlocal Hermitian `V` therefore violates the balance for some pair at some site, though particular pairs may still satisfy it. With the spinor labels above, being site-diagonal also excludes a potential that couples components at the same grid point. Such a potential spoils the balance for single components, but not the balance summed over the grid point, where its currents cancel in pairs.

The columns of `U` are the orthonormal eigenvectors and `P` is the site projector. The step `h0` shows that the commutator vanishes between eigenvectors, `hC` returns to the site basis using $UU^\dagger=1$, and the element $(y,x)$ finishes the argument. The reverse direction is the earlier cancellation.

```lean
/-- For Hermitian `T` and `V`, the currents of `T` alone balance the transition density at every
site for all pairs of solutions of the eigenvalue equation of `T + V` exactly when `V` is
site-diagonal. -/
theorem conservation_iff_local [DecidableEq n] {T V : Matrix n n ℂ} (hT : T.IsHermitian)
    (hV : V.IsHermitian) :
    (∀ (a b : n → ℂ) (Ea Eb : ℝ), (T + V) *ᵥ a = (Ea : ℂ) • a → (T + V) *ᵥ b = (Eb : ℂ) • b →
      ∀ x, ((Ea : ℂ) - Eb) * transitionDensity a b x = ∑ y, bondCurrent T a b x y)
      ↔ V.IsDiag := by
  have hH := hT.add hV
  constructor
  · intro h y x hyx
    -- a unitary matrix whose columns are eigenvectors
    obtain ⟨U, E, hU, hE⟩ : ∃ (U : Matrix n n ℂ) (E : n → ℝ), U * Uᴴ = 1 ∧
        ∀ j, (T + V) *ᵥ (fun z => U z j) = (E j : ℂ) • (fun z => U z j) := by
      refine ⟨hH.eigenvectorUnitary, hH.eigenvalues,
        Matrix.mem_unitaryGroup_iff.mp hH.eigenvectorUnitary.2, fun j => ?_⟩
      have hcol : (fun z => (hH.eigenvectorUnitary : Matrix n n ℂ) z j)
          = (hH.eigenvectorBasis j).ofLp := by
        ext z
        exact hH.eigenvectorUnitary_apply z j
      rw [hcol, hH.mulVec_eigenvectorBasis j]
      ext z
      simp
    obtain ⟨P, hP⟩ : ∃ P : Matrix n n ℂ, P = diagonal fun k => if k = x then 1 else 0 :=
      ⟨_, rfl⟩
    -- the commutator of `V` with the site projector vanishes between eigenvectors
    have h0 : Uᴴ * (V * P - P * V) * U = 0 := by
      have e : Uᴴ * (V * P - P * V) * U = (Uᴴ * V) * (P * U) - (Uᴴ * P) * (V * U) := by
        simp only [Matrix.mul_sub, Matrix.sub_mul, Matrix.mul_assoc]
      ext i j
      have hb := balance_full hH (hE i) (hE j) x
      rw [h _ _ _ _ (hE i) (hE j) x] at hb
      simp only [bondCurrent_add, Finset.sum_add_distrib] at hb
      have hc := left_eq_add.mp hb
      simp only [bondCurrent, Finset.sum_sub_distrib] at hc
      rw [e, Matrix.sub_apply, Matrix.mul_apply, Matrix.mul_apply, hP]
      simp only [Matrix.diagonal_mul, Matrix.mul_diagonal, ite_mul, mul_ite, one_mul, mul_one,
        zero_mul, mul_zero, Finset.sum_ite_eq', Finset.mem_univ, if_true]
      simp only [Matrix.mul_apply, Matrix.conjTranspose_apply, Matrix.zero_apply,
        Finset.sum_mul, Finset.mul_sum]
      simpa only [mul_assoc] using hc
    have hC : V * P - P * V = 0 := by
      calc V * P - P * V = (U * Uᴴ) * (V * P - P * V) * (U * Uᴴ) := by
            rw [hU, Matrix.one_mul, Matrix.mul_one]
        _ = U * (Uᴴ * (V * P - P * V) * U) * Uᴴ := by simp only [Matrix.mul_assoc]
        _ = 0 := by rw [h0, Matrix.mul_zero, Matrix.zero_mul]
    have hyx' := congrFun (congrFun hC y) x
    simpa [hP, Matrix.sub_apply, Matrix.diagonal_mul, Matrix.mul_diagonal, hyx] using hyx'
  · intro hD a b Ea Eb ha hb x
    rw [balance_full hH ha hb x]
    simp only [bondCurrent_add, bondCurrent_of_isDiag hD, add_zero]
```

The matrix `exchange` serves as both $T$ and $V$ in the example. It is a model coupling, not an exchange operator computed from orbitals.

```lean
/-- The two-site matrix with unit coupling between the sites and zero diagonal. -/
def exchange : Matrix (Fin 2) (Fin 2) ℂ := !![0, 1; 1, 0]
```

The five parts state that the matrix is Hermitian, that the two vectors solve the eigenvalue equation, and that the two sides are $4$ and $2$. Each is checked by evaluating the entries.

```lean
/-- With `T` and the nonlocal potential both equal to `exchange`, the vectors `(1, 1)` and
`(1, -1)` have energies `2` and `-2`; at the first site the energy difference times the transition
density is `4`, but the currents of `T` sum to `2`. -/
theorem nonlocal_violation :
    exchange.IsHermitian ∧
    (exchange + exchange) *ᵥ ![1, 1] = (2 : ℂ) • ![1, 1] ∧
    (exchange + exchange) *ᵥ ![1, -1] = (-2 : ℂ) • ![1, -1] ∧
    ((2 : ℂ) - (-2)) * transitionDensity ![1, 1] ![1, -1] (0 : Fin 2) = 4 ∧
    ∑ y, bondCurrent exchange ![1, 1] ![1, -1] 0 y = 2 := by
  refine ⟨?_, ?_, ?_, ?_, ?_⟩
  · ext i j
    fin_cases i <;> fin_cases j <;> simp [exchange]
  · ext i
    fin_cases i <;> simp [exchange, Matrix.mulVec, dotProduct, Fin.sum_univ_succ] <;> norm_num
  · ext i
    fin_cases i <;> simp [exchange, Matrix.mulVec, dotProduct, Fin.sum_univ_succ] <;> norm_num
  · norm_num [transitionDensity]
  · norm_num [bondCurrent, exchange, Fin.sum_univ_succ]

end DiscreteCurrentConservation
```

For electronic-structure work, the result identifies nonlocality as the source of a missing current in a finite one-electron model with a fixed potential. It treats neither the continuum limit nor the response of a self-consistent potential.

```lean
#print axioms DiscreteCurrentConservation.region_balance
#print axioms DiscreteCurrentConservation.gauge_function_element
#print axioms DiscreteCurrentConservation.conservation_iff_local
#print axioms DiscreteCurrentConservation.nonlocal_violation
```

```
'DiscreteCurrentConservation.region_balance' depends on axioms: [propext, Classical.choice, Quot.sound]
'DiscreteCurrentConservation.gauge_function_element' depends on axioms: [propext, Classical.choice, Quot.sound]
'DiscreteCurrentConservation.conservation_iff_local' depends on axioms: [propext, Classical.choice, Quot.sound]
'DiscreteCurrentConservation.nonlocal_violation' depends on axioms: [propext, Classical.choice, Quot.sound]
```
